# Riccati flow of the Thouless amplitude and the force bias of a CISD trial state

A walker in auxiliary-field quantum Monte Carlo is a Slater determinant. Here it is represented by its matrix of orbital coefficients, not by a vector in Fock space. The occupied rows start as the identity and the virtual rows as a matrix $Z$. A one-body generator $V$ then acts by matrix multiplication:

$$W(s)=e^{sV}\begin{pmatrix}1\\ Z\end{pmatrix}=\begin{pmatrix}P(s)\\ Q(s)\end{pmatrix},\qquad V=\begin{pmatrix}A&B\\ C&D\end{pmatrix}.$$

The Thouless amplitude is $T(s)=Q(s)P(s)^{-1}$. Its derivative at $s=0$ is $C+DZ-ZA-ZBZ$. For a fixed one-body $V$ in a finite basis of orthonormal spin orbitals, this derivative enters the force bias of a trial state with single and double excitations (CISD).

## The walker and its amplitude

```lean
import Mathlib

open Matrix

namespace ThoulessFlow

noncomputable section

variable {o v : Type*} [Fintype o] [DecidableEq o] [Fintype v] [DecidableEq v]
```

The types `o` and `v` label occupied and virtual spin orbitals. Both are finite, of any size.

```lean
/-- The walker `exp(sV) (1; Z)`, where `V` has occupied rows `A, B` and virtual rows `C, D`. -/
def walker (A : Matrix o o ℂ) (B : Matrix o v ℂ) (C : Matrix v o ℂ) (D : Matrix v v ℂ)
    (Z : Matrix v o ℂ) (s : ℂ) : Matrix (o ⊕ v) o ℂ :=
  NormedSpace.exp (s • fromBlocks A B C D) * fromRows 1 Z
```

This is $W(s)$. `fromBlocks` builds $V$, `fromRows 1 Z` stacks the identity on $Z$, and `o ⊕ v` labels all orbitals together. The parameter $s$ is complex, and $V$ need not be Hermitian.

```lean
/-- The occupied block `P(s)` of the walker. -/
def occ (A : Matrix o o ℂ) (B : Matrix o v ℂ) (C : Matrix v o ℂ) (D : Matrix v v ℂ)
    (Z : Matrix v o ℂ) (s : ℂ) : Matrix o o ℂ := (walker A B C D Z s).toRows₁
```

The occupied rows form the square matrix $P(s)$.

```lean
/-- The virtual block `Q(s)` of the walker. -/
def virt (A : Matrix o o ℂ) (B : Matrix o v ℂ) (C : Matrix v o ℂ) (D : Matrix v v ℂ)
    (Z : Matrix v o ℂ) (s : ℂ) : Matrix v o ℂ := (walker A B C D Z s).toRows₂
```

The virtual rows form $Q(s)$.

```lean
/-- The Thouless amplitude `Q(s) P(s)⁻¹` of the walker. -/
def amplitude (A : Matrix o o ℂ) (B : Matrix o v ℂ) (C : Matrix v o ℂ) (D : Matrix v v ℂ)
    (Z : Matrix v o ℂ) (s : ℂ) : Matrix v o ℂ := virt A B C D Z s * (occ A B C D Z s)⁻¹
```

This is $T(s)$, with entries $T_{ai}$: virtual index first, occupied index second.

```lean
/-- The velocity `C + DZ - ZA - ZBZ` at the amplitude `Z`. -/
def velocity (A : Matrix o o ℂ) (B : Matrix o v ℂ) (C : Matrix v o ℂ) (D : Matrix v v ℂ)
    (Z : Matrix v o ℂ) : Matrix v o ℂ := C + D * Z - Z * A - Z * B * Z
```

Write $F(Z)=C+DZ-ZA-ZBZ$ for this velocity. The quadratic term comes from keeping the occupied block normalised to the identity.

## The CISD overlap

```lean
/-- The CISD polynomial in the amplitude `Z`, with conjugated trial coefficients for the
reference, the singles and the doubles. -/
def cisdFactor (c0 : ℂ) (c1 : o → v → ℂ) (c2 : o → o → v → v → ℂ) (Z : Matrix v o ℂ) : ℂ :=
  (star c0 + ∑ i, ∑ a, star (c1 i a) * Z a i) +
    (1 / 4) * ∑ i, ∑ j, ∑ a, ∑ b, star (c2 i j a b) * (Z a i * Z b j - Z a j * Z b i)
```

With trial coefficients $c_0$, $c_{ia}$ and $c_{ijab}$, the polynomial is

$$G(Z)=c_0^*+\sum_{ia}c_{ia}^*Z_{ai}+\tfrac14\sum_{ijab}c_{ijab}^*\,(Z_{ai}Z_{bj}-Z_{aj}Z_{bi}).$$

The bracket is the $2\times2$ minor for the excitation $i\to a$, $j\to b$. The factor $\tfrac14$ suits antisymmetric doubles coefficients summed over all indices, although antisymmetry is not required.

```lean
/-- The first-order change of the CISD polynomial at `Z` in the direction `F`. -/
def cisdSlope (c1 : o → v → ℂ) (c2 : o → o → v → v → ℂ) (Z F : Matrix v o ℂ) : ℂ :=
  (∑ i, ∑ a, star (c1 i a) * F a i) +
    (1 / 4) * ∑ i, ∑ j, ∑ a, ∑ b, star (c2 i j a b) *
      ((F a i * Z b j + Z a i * F b j) - (F a j * Z b i + Z a j * F b i))
```

This is $dG_Z[F]$, the part of the change in $G$ that is linear in a displacement $F$ of the amplitude.

```lean
/-- The reference determinant `det P(s)` times the CISD polynomial in the Thouless amplitude. Where
`P(s)` is invertible, this is the overlap of a CISD trial state with the walker. -/
def cisdOverlap (c0 : ℂ) (c1 : o → v → ℂ) (c2 : o → o → v → v → ℂ)
    (A : Matrix o o ℂ) (B : Matrix o v ℂ) (C : Matrix v o ℂ) (D : Matrix v v ℂ)
    (Z : Matrix v o ℂ) (s : ℂ) : ℂ :=
  (occ A B C D Z s).det * cisdFactor c0 c1 c2 (amplitude A B C D Z s)
```

The overlap is defined as $O(s)=\det P(s)\,G(T(s))$. This is the usual factorisation when $P(s)$ is invertible, taken here as a definition and not derived from Fock space. At singular $P(s)$ the definition returns zero, even where the physical CISD overlap is not zero; the force-bias theorem excludes such points.

## Differentiating an inverse and a determinant

```lean
/-- The entries of the inverse of a differentiable matrix curve have derivative `-P⁻¹ P' P⁻¹`
wherever the matrix is invertible. -/
theorem hasDerivAt_inv_entry (P : ℂ → Matrix o o ℂ) (P' : Matrix o o ℂ) (s : ℂ)
    (h : ∀ i j, HasDerivAt (fun t => P t i j) (P' i j) s) (hu : IsUnit (P s)) (i j : o) :
    HasDerivAt (fun t => (P t)⁻¹ i j) ((-((P s)⁻¹ * P' * (P s)⁻¹)) i j) s := by
  let _ : NormedRing (Matrix o o ℂ) := Matrix.linftyOpNormedRing
  let _ : NormedAlgebra ℂ (Matrix o o ℂ) := Matrix.linftyOpNormedAlgebra
  -- assemble the matrix derivative from its entries
  have e : ∀ M : Matrix o o ℂ, (∑ i, ∑ j, M i j • Matrix.single i j (1 : ℂ)) = M := by
    intro M
    conv_rhs => rw [Matrix.matrix_eq_sum_single M]
    simp [Matrix.smul_single]
  have h1 := HasDerivAt.fun_sum (u := Finset.univ) fun i _ =>
    HasDerivAt.fun_sum (u := Finset.univ) fun j _ =>
      (h i j).smul_const (Matrix.single i j (1 : ℂ))
  have hP : HasDerivAt P P' s := (h1.congr_deriv (e P')).congr_of_eventuallyEq
    (Filter.Eventually.of_forall fun t => (e (P t)).symm)
  obtain ⟨u, hu⟩ := hu
  have h2 := hasFDerivAt_ringInverse (𝕜 := ℂ) u
  rw [hu] at h2
  have h3 := h2.comp_hasDerivAt s hP
  let L : Matrix o o ℂ →ₗ[ℂ] ℂ :=
    { toFun := fun M => M i j, map_add' := fun _ _ => rfl, map_smul' := fun _ _ => rfl }
  have h4 := (LinearMap.toContinuousLinearMap L).hasFDerivAt.comp_hasDerivAt s h3
  have hinv : (P s)⁻¹ = ((u⁻¹ : (Matrix o o ℂ)ˣ) : Matrix o o ℂ) := by
    rw [← hu, Matrix.coe_units_inv]
  rw [hinv]
  refine (h4.congr_of_eventuallyEq (Filter.Eventually.of_forall fun t => ?_)).congr_deriv ?_
  · change (P t)⁻¹ i j = (Ring.inverse (P t)) i j
    rw [Matrix.nonsing_inv_eq_ringInverse]
  · rfl
```

`HasDerivAt f f' s` says that $f$ has derivative $f'$ at $s$. If every entry of $P$ is differentiable and $P(s)$ is invertible, differentiating $PP^{-1}=1$ gives

$$P'P^{-1}+P(P^{-1})'=0,\qquad (P^{-1})'=-P^{-1}P'P^{-1}.$$

Lean takes this formula, including the differentiability of the inverse, from Mathlib's `hasFDerivAt_ringInverse`.

The device that makes this work is a norm chosen inside the proof. Mathlib does not fix one global norm on matrices, but its theorem about inverses needs a normed algebra. The two `let _` lines supply one locally. The proof then assembles the matrix derivative from its entries, applies the theorem, and reads out entry $(i,j)$ with the linear map `L`. In finite dimension every linear map is continuous, so `LinearMap.toContinuousLinearMap` lets `L` pass through the derivative. The statement itself differentiates only complex-valued functions, so it needs no norm on matrices.

```lean
/-- Where a differentiable matrix curve passes through the identity, the derivative of its
determinant is the trace of its velocity. -/
theorem hasDerivAt_det_at_one (M : ℂ → Matrix o o ℂ) (M' : Matrix o o ℂ) (s : ℂ)
    (h : ∀ i j, HasDerivAt (fun t => M t i j) (M' i j) s) (h1 : M s = 1) :
    HasDerivAt (fun t => (M t).det) M'.trace s := by
  simp only [Matrix.det_apply']
  have hd := HasDerivAt.fun_sum (u := Finset.univ) fun (σ : Equiv.Perm o) _ =>
    (HasDerivAt.fun_finsetProd (u := Finset.univ) fun i _ => h (σ i) i).const_mul
      (((Equiv.Perm.sign σ : ℤ) : ℂ))
  refine hd.congr_deriv ?_
  rw [Finset.sum_eq_single (1 : Equiv.Perm o)]
  · simp [h1, Matrix.trace]
  · -- any other permutation moves at least two orbitals, so a vanishing factor remains
    intro σ _ hσ
    rw [Finset.sum_eq_zero, mul_zero]
    intro i _
    have hex : ∃ j, j ≠ i ∧ σ j ≠ j := by
      by_contra hc
      have hc' : ∀ j, j ≠ i → σ j = j := fun j hj => by
        by_contra hn
        exact hc ⟨j, hj, hn⟩
      apply hσ
      refine Equiv.ext fun k => ?_
      change σ k = k
      by_cases hk : k = i
      · rw [hk]
        by_contra hne
        exact hne (σ.injective (hc' _ hne))
      · exact hc' k hk
    obtain ⟨j, hj, hσj⟩ := hex
    rw [Finset.prod_eq_zero (Finset.mem_erase.2 ⟨hj, Finset.mem_univ j⟩)
      (by rw [h1]; exact Matrix.one_apply_ne hσj), zero_smul]
  · intro hn
    exact absurd (Finset.mem_univ _) hn
```

If $M(s)=1$, then $(\det M)'=\operatorname{tr}M'$ at $s$. Expand the determinant over permutations and differentiate:

$$(\det M)'=\sum_\sigma\operatorname{sgn}(\sigma)\sum_i M'_{\sigma(i)i}\prod_{j\ne i}M_{\sigma(j)j}.$$

At $M=1$ the identity permutation gives $\sum_i M'_{ii}$. Any other permutation moves at least two labels, so whichever factor is differentiated, an off-diagonal zero remains. The block named `hex` finds that second moved label.

## From linear motion to the Riccati equation

```lean
variable (A : Matrix o o ℂ) (B : Matrix o v ℂ) (C : Matrix v o ℂ) (D : Matrix v v ℂ)
  (Z : Matrix v o ℂ)

/-- The walker obeys the linear equation of motion `W' = V W`. -/
theorem hasDerivAt_walker (s : ℂ) (x : o ⊕ v) (i : o) :
    HasDerivAt (fun t => walker A B C D Z t x i)
      ((fromBlocks A B C D * walker A B C D Z s) x i) s := by
  have e : fromBlocks A B C D * walker A B C D Z s =
      (fromBlocks A B C D * NormedSpace.exp (s • fromBlocks A B C D)) *
        fromRows (1 : Matrix o o ℂ) Z :=
    (Matrix.mul_assoc (fromBlocks A B C D) (NormedSpace.exp (s • fromBlocks A B C D))
      (fromRows (1 : Matrix o o ℂ) Z)).symm
  let _ : NormedRing (Matrix (o ⊕ v) (o ⊕ v) ℂ) := Matrix.linftyOpNormedRing
  let _ : NormedAlgebra ℂ (Matrix (o ⊕ v) (o ⊕ v) ℂ) := Matrix.linftyOpNormedAlgebra
  have h := hasDerivAt_exp_smul_const' (fromBlocks A B C D) s
  let L : Matrix (o ⊕ v) (o ⊕ v) ℂ →ₗ[ℂ] ℂ :=
    { toFun := fun M => (M * fromRows (1 : Matrix o o ℂ) Z : Matrix (o ⊕ v) o ℂ) x i
      map_add' := fun M N => by rw [Matrix.add_mul]; rfl
      map_smul' := fun c M => by rw [Matrix.smul_mul]; rfl }
  have h2 := (LinearMap.toContinuousLinearMap L).hasFDerivAt.comp_hasDerivAt s h
  exact h2.congr_deriv (congrArg (fun M : Matrix (o ⊕ v) o ℂ => M x i) e.symm)
```

Differentiating the exponential gives $W'=Ve^{sV}(1;Z)=VW$. The proof again uses a local norm and a linear map that reads out one entry.

```lean
/-- The blocks of the walker obey `P' = AP + BQ` and `Q' = CP + DQ`. -/
theorem hasDerivAt_blocks (s : ℂ) :
    (∀ i j, HasDerivAt (fun t => occ A B C D Z t i j)
      ((A * occ A B C D Z s + B * virt A B C D Z s) i j) s) ∧
    (∀ a j, HasDerivAt (fun t => virt A B C D Z t a j)
      ((C * occ A B C D Z s + D * virt A B C D Z s) a j) s) := by
  constructor
  · intro i j
    have h := hasDerivAt_walker A B C D Z s (Sum.inl i) j
    exact h.congr_deriv (by simp [Matrix.mul_apply, Fintype.sum_sum_type, occ, virt])
  · intro a j
    have h := hasDerivAt_walker A B C D Z s (Sum.inr a) j
    exact h.congr_deriv (by simp [Matrix.mul_apply, Fintype.sum_sum_type, occ, virt])
```

Block multiplication splits this equation into

$$P'=AP+BQ,\qquad Q'=CP+DQ.$$

`Sum.inl` selects an occupied row and `Sum.inr` a virtual one.

```lean
/-- Wherever the occupied block is invertible, the Thouless amplitude obeys the matrix Riccati
equation `T' = C + DT - TA - TBT`. -/
theorem hasDerivAt_amplitude (s : ℂ) (hP : IsUnit (occ A B C D Z s).det) (a : v) (i : o) :
    HasDerivAt (fun t => amplitude A B C D Z t a i)
      (velocity A B C D (amplitude A B C D Z s) a i) s := by
  obtain ⟨hp, hq⟩ := hasDerivAt_blocks A B C D Z s
  have hI := hasDerivAt_inv_entry (occ A B C D Z) _ s hp ((Matrix.isUnit_iff_isUnit_det _).2 hP)
  have h := HasDerivAt.fun_sum (u := Finset.univ) fun k _ => (hq a k).fun_mul (hI k i)
  refine h.congr_deriv ?_
  -- cancel `P P⁻¹` in the product rule
  have e : velocity A B C D (amplitude A B C D Z s) =
      (C * occ A B C D Z s + D * virt A B C D Z s) * (occ A B C D Z s)⁻¹ +
      virt A B C D Z s * (-((occ A B C D Z s)⁻¹ *
        (A * occ A B C D Z s + B * virt A B C D Z s) * (occ A B C D Z s)⁻¹)) := by
    have hc := Matrix.mul_nonsing_inv _ hP
    simp only [velocity, amplitude, Matrix.add_mul, Matrix.mul_add, Matrix.mul_neg,
      Matrix.mul_assoc, hc, Matrix.mul_one]
    abel
  rw [e, Finset.sum_add_distrib]
  rfl
```

The hypothesis `hP` says that $\det P(s)\neq0$: the walker still overlaps the reference determinant. The product rule then gives

$$\begin{aligned}
T'&=Q'P^{-1}-QP^{-1}P'P^{-1}\\
&=(CP+DQ)P^{-1}-QP^{-1}(AP+BQ)P^{-1}\\
&=C+DT-TA-TBT.
\end{aligned}$$

In Lean, `hI` differentiates the inverse, `h` is the product rule for one entry, and `e` performs the cancellation using $PP^{-1}=1$.

The same calculation by hand covers a generator that varies with $s$. If $W'=V(s)W$, the blocks in the last line become $A(s)$, $B(s)$, $C(s)$ and $D(s)$, and nothing else changes.

```lean
/-- At `s = 0` the amplitude `Q(s) P(s)⁻¹` has derivative `C + DZ - ZA - ZBZ`. -/
theorem hasDerivAt_amplitude_zero (a : v) (i : o) :
    HasDerivAt (fun t => amplitude A B C D Z t a i) ((C + D * Z - Z * A - Z * B * Z) a i) 0 := by
  have hw : walker A B C D Z 0 = fromRows 1 Z := by
    unfold walker
    simp only [zero_smul, NormedSpace.exp_zero]
    exact Matrix.one_mul _
  have hp : occ A B C D Z 0 = 1 := by simp [occ, hw]
  have hq : virt A B C D Z 0 = Z := by simp [virt, hw]
  have h := hasDerivAt_amplitude A B C D Z 0 (by rw [hp]; simp) a i
  have hz : amplitude A B C D Z 0 = Z := by rw [amplitude, hp, hq, inv_one, Matrix.mul_one]
  rw [hz] at h
  exact h
```

At $s=0$ the exponential is the identity, so $P(0)=1$, $Q(0)=Z$ and $T(0)=Z$. Invertibility is automatic, and the previous theorem gives $T'(0)=C+DZ-ZA-ZBZ$ for every entry.

## The force bias

```lean
/-- Wherever the occupied block is invertible, the reference overlap obeys `(det P)' = tr(A + BT)
det P`, with `T` the current amplitude. -/
theorem hasDerivAt_det_occ (s : ℂ) (hP : IsUnit (occ A B C D Z s).det) :
    HasDerivAt (fun t => (occ A B C D Z t).det)
      ((A + B * amplitude A B C D Z s).trace * (occ A B C D Z s).det) s := by
  have hc := Matrix.mul_nonsing_inv _ hP
  -- measured relative to `P(s)`, the occupied block passes through the identity
  have h := hasDerivAt_det_at_one (fun t => occ A B C D Z t * (occ A B C D Z s)⁻¹)
    ((A * occ A B C D Z s + B * virt A B C D Z s) * (occ A B C D Z s)⁻¹) s
    (fun i j => HasDerivAt.fun_sum (u := Finset.univ) fun k _ =>
      ((hasDerivAt_blocks A B C D Z s).1 i k).mul_const ((occ A B C D Z s)⁻¹ k j)) hc
  have e : (A * occ A B C D Z s + B * virt A B C D Z s) * (occ A B C D Z s)⁻¹ =
      A + B * amplitude A B C D Z s := by
    rw [Matrix.add_mul, Matrix.mul_assoc, hc, Matrix.mul_one, Matrix.mul_assoc, amplitude]
  rw [e] at h
  refine (h.mul_const (occ A B C D Z s).det).congr_of_eventuallyEq
    (Filter.Eventually.of_forall fun t => ?_)
  change _ = (occ A B C D Z t * (occ A B C D Z s)⁻¹).det * (occ A B C D Z s).det
  rw [← Matrix.det_mul, Matrix.mul_assoc, Matrix.nonsing_inv_mul _ hP, Matrix.mul_one]
```

To reuse the determinant rule away from the identity, fix $s$ and write

$$\det P(t)=\det\!\big(P(t)P(s)^{-1}\big)\det P(s).$$

The matrix in brackets is the identity at $t=s$, and its derivative there is $(AP+BQ)P^{-1}=A+BT$. Hence $(\det P)'=\operatorname{tr}(A+BT)\det P$.

```lean
omit [DecidableEq o] [DecidableEq v] in
/-- Along a differentiable curve of amplitudes the CISD polynomial changes at the rate given by
its slope in the direction of the velocity. -/
theorem hasDerivAt_cisdFactor (c0 : ℂ) (c1 : o → v → ℂ) (c2 : o → o → v → v → ℂ)
    (Y : ℂ → Matrix v o ℂ) (F : Matrix v o ℂ) (s : ℂ)
    (h : ∀ a i, HasDerivAt (fun t => Y t a i) (F a i) s) :
    HasDerivAt (fun t => cisdFactor c0 c1 c2 (Y t)) (cisdSlope c1 c2 (Y s) F) s := by
  unfold cisdFactor cisdSlope
  exact ((HasDerivAt.fun_sum fun i _ => HasDerivAt.fun_sum fun a _ =>
      (h a i).const_mul (star (c1 i a))).const_add (star c0)).fun_add
    ((HasDerivAt.fun_sum fun i _ => HasDerivAt.fun_sum fun j _ => HasDerivAt.fun_sum fun a _ =>
      HasDerivAt.fun_sum fun b _ => (((h a i).fun_mul (h b j)).fun_sub
        ((h a j).fun_mul (h b i))).const_mul (star (c2 i j a b))).const_mul (1 / 4))
```

For any differentiable amplitude curve $Y(s)$ with $Y'=F$, the chain rule gives $\frac{d}{ds}G(Y)=dG_Y[F]$. The nested `fun_sum` terms follow the sums in $G$, and `fun_mul` differentiates each product in the minors.

```lean
/-- CISD force bias: where `cisdOverlap` is nonzero, its normalised derivative is `tr(A + BT)` plus
the relative slope of the CISD polynomial at `T` along the velocity `C + DT - TA - TBT`, with `T`
the current amplitude. -/
theorem cisd_force_bias (c0 : ℂ) (c1 : o → v → ℂ) (c2 : o → o → v → v → ℂ) (s : ℂ)
    (h : cisdOverlap c0 c1 c2 A B C D Z s ≠ 0) :
    HasDerivAt
      (fun t => cisdOverlap c0 c1 c2 A B C D Z t / cisdOverlap c0 c1 c2 A B C D Z s)
      ((A + B * amplitude A B C D Z s).trace +
        cisdSlope c1 c2 (amplitude A B C D Z s) (velocity A B C D (amplitude A B C D Z s)) /
          cisdFactor c0 c1 c2 (amplitude A B C D Z s)) s := by
  have hd : (occ A B C D Z s).det ≠ 0 := left_ne_zero_of_mul h
  have hg : cisdFactor c0 c1 c2 (amplitude A B C D Z s) ≠ 0 := right_ne_zero_of_mul h
  have hu := isUnit_iff_ne_zero.2 hd
  have key : ∀ t d g k : ℂ, d ≠ 0 → g ≠ 0 → (t * d * g + d * k) / (d * g) = t + k / g := by
    intro t d g k hd hg
    field_simp
  -- product rule for determinant times polynomial
  have h3 := ((hasDerivAt_det_occ A B C D Z s hu).fun_mul
    (hasDerivAt_cisdFactor c0 c1 c2 (amplitude A B C D Z) _ s
      (hasDerivAt_amplitude A B C D Z s hu))).div_const (cisdOverlap c0 c1 c2 A B C D Z s)
  exact h3.congr_deriv (key _ _ _ _ hd hg)

end

end ThoulessFlow
```

The hypothesis `h` says that $O(s)\neq0$, so both $\det P(s)$ and $G(T(s))$ are nonzero. The product rule gives

$$O'=\operatorname{tr}(A+BT)\,\det P\;G(T)+\det P\;dG_T[F(T)].$$

Dividing by $O(s)$, which stays fixed while $t$ varies, yields

$$\left.\frac{d}{dt}\frac{O(t)}{O(s)}\right|_{t=s}=\operatorname{tr}(A+BT)+\frac{dG_T[F(T)]}{G(T)}.$$

The first term is the response of the reference determinant, and the second is the correction from the single and double excitations. The helper `key` carries out the division. In a simulation, $V$ would be the one-body operator coupled to one auxiliary field. The force bias, which shifts the Gaussian from which that field is sampled, is this expression times a prefactor set by the time step and by the sign or phase with which $V$ enters the propagator. With mean-field subtraction, the constant subtracted from the operator is first subtracted from this expression too.

```lean
#print axioms ThoulessFlow.hasDerivAt_amplitude_zero
-- 'ThoulessFlow.hasDerivAt_amplitude_zero' depends on axioms: [propext, Classical.choice, Quot.sound]
#print axioms ThoulessFlow.cisd_force_bias
-- 'ThoulessFlow.cisd_force_bias' depends on axioms: [propext, Classical.choice, Quot.sound]
```
